# An impurity level on a periodic ring lies above √(4+U²) by an exponentially small amount

A supercell with one impurity is modelled here as a closed ring: the sites are the integers modulo $N$, and the two neighbours of site $j$ are $j+1$ and $j-1$. Energies are measured in units of the hopping, which is $+1$, and site 0 carries an extra energy $U>0$. The Hamiltonian acts on complex amplitudes $\psi$ by

$$(H\psi)(j)=\psi(j+1)+\psi(j-1)+U\delta_{j0}\,\psi(j).$$

This definition makes sense for every $N\ge1$. For $N=2$ both neighbours are the same site, so the hopping counts twice; for $N=1$ the site is its own neighbour and the only level is $2+U$. From $N=3$ on it is the usual ring.

## The level and its finite-size shift

Let $q=\operatorname{arsinh}(U/2)$. The ring has exactly one level $E>2$, and

$$0<\sqrt{E^2-4}-U<\frac{2U}{e^{Nq}-1}.$$

On an infinite chain, the bound state $e^{-\kappa|j|}$ has energy $2\cosh\kappa$ with $2\sinh\kappa=U$, which gives $\sqrt{4+U^2}$. The ring's level lies above this value, by less than the same bound. For this non-interacting chain with nearest-neighbour hopping and fixed $U$, the supercell error of the impurity level at the Γ point, where the orbital repeats unchanged from cell to cell, is therefore at most exponentially small in the cell size. The sign of the hopping matters for the direction of the shift. Reversing the signs of both the hopping and $U$ turns $H$ into $-H$, so an attractive impurity with hopping $-1$ has its level below $-\sqrt{4+U^2}$ by the same amount. If only the hopping is reversed and $N$ is odd, the highest level lies below $\sqrt{4+U^2}$, because an orbital with alternating signs does not fit on the ring.

**The orbital.** Write $E=2\cosh\kappa$ with $\kappa>0$, and let $g(j)=\cosh(\kappa(N/2-j))$ for $0\le j\le N$. Since $g(0)=g(N)$, this is a function on the ring. For $1\le j\le N-1$ the addition theorem gives $g(j+1)+g(j-1)=2\cosh\kappa\,g(j)$. With $a=N\kappa/2$, the neighbours of site 0 contribute

$$g(1)+g(N-1)=2\cosh(a-\kappa)=2\cosh\kappa\cosh a-2\sinh\kappa\sinh a.$$

**No other eigenfunctions.** Let $\psi$ be an eigenfunction with energy $E$. Then $\varphi(j)=\psi(j)g(0)-\psi(0)g(j)$ vanishes at site 0 and solves the hopping equation elsewhere. Let $|\varphi|$ be largest at $m$. If $m\ne0$, then $E|\varphi(m)|\le2|\varphi(m)|$, and $E>2$ forces $\varphi(m)=0$. If $m=0$, this holds already. So $\varphi=0$, and $\psi$ is a multiple of $g$ with $\psi(0)\neq0$.

**The secular equation.** The equation at site 0 now reads $U\cosh a=2\sinh\kappa\sinh a$, or

$$2\sinh\kappa=U\,\frac{e^{N\kappa}+1}{e^{N\kappa}-1},\qquad\text{that is,}\qquad 2\sinh\kappa-U=\frac{2U}{e^{N\kappa}-1}.$$

The left side increases with $\kappa$ and the right side decreases, so there is at most one root. Multiplied out, the equation says that $f(\kappa)=2\sinh\kappa\,(e^{N\kappa}-1)-U(e^{N\kappa}+1)$ vanishes. Since $f(0)=-2U<0$ and $f$ is positive for large $\kappa$, a root exists.

**The bounds.** At the root the right side is positive, so $2\sinh\kappa>U$ and $\kappa>q$. Replacing $\kappa$ by $q$ on the right enlarges it. As $\sqrt{E^2-4}=2\sinh\kappa$, this is the claimed estimate. For the energy itself, put $s=\sqrt{E^2-4}$ and $r=\sqrt{4+U^2}$. From $E^2-r^2=s^2-U^2$,

$$E-r=(s-U)\,\frac{s+U}{E+r},$$

and the fraction lies between 0 and 1 because $s<E$ and $U<r$. For fixed $U$ the bound tends to zero as $N\to\infty$, so $E\to r$.

## The ring and its levels in Lean

```lean
import Mathlib

open Real Filter Topology

namespace SupercellImpurity

noncomputable section

variable {N : ℕ} {U κ : ℝ}
```

The type `ZMod N` supplies the periodic boundary conditions, and `hamiltonian` is the operator above.

```lean
/-- The Hamiltonian of a ring of `N ≥ 1` sites: hopping 1 to the sites `j + 1` and `j - 1` (modulo
`N`), and site energy `U` at site 0. -/
def hamiltonian (N : ℕ) (U : ℝ) (ψ : ZMod N → ℂ) : ZMod N → ℂ :=
  fun j => ψ (j + 1) + ψ (j - 1) + (if j = 0 then (U : ℂ) else 0) * ψ j
```

A level is a real number with a nonzero eigenfunction. Restricting to real $E$ loses nothing, since $H$ is Hermitian.

```lean
/-- The real number `E` is an energy level: some nonzero `ψ` satisfies `H ψ = E ψ`. -/
def IsLevel (N : ℕ) (U E : ℝ) : Prop :=
  ∃ ψ : ZMod N → ℂ, ψ ≠ 0 ∧ hamiltonian N U ψ = (E : ℂ) • ψ
```

## The hyperbolic orbital

The function $g$ becomes `orbital`, where `j.val` is the representative of $j$ between 0 and $N-1$.

```lean
/-- The orbital `cosh (κ (N/2 - j))`, with the site label `j` taken in `0, ..., N - 1`
for `N ≥ 1`. -/
def orbital (N : ℕ) (κ : ℝ) (j : ZMod N) : ℝ := cosh (κ * ((N : ℝ) / 2 - (j.val : ℝ)))
```

The next lemma extends the formula to the label $N$, which is the periodicity $g(0)=g(N)$.

```lean
/-- The formula for the orbital also holds at the label `n = N`, which is site 0 again. -/
theorem orbital_natCast (κ : ℝ) {n : ℕ} (hn : n ≤ N) :
    orbital N κ (n : ZMod N) = cosh (κ * ((N : ℝ) / 2 - (n : ℝ))) := by
  unfold orbital
  rcases hn.lt_or_eq with h | h
  · rw [ZMod.val_natCast_of_lt h]
  · subst h
    rw [ZMod.natCast_self, ZMod.val_zero, ← cosh_neg]
    congr 1
    push_cast
    ring
```

Away from the impurity, the proof writes the site as $m+1$, so that its neighbours are $m$ and $m+2$, and applies the addition theorem.

```lean
/-- Away from site 0 the orbital solves the hopping equation with energy `2 cosh κ`. -/
theorem orbital_bulk (hN : 1 ≤ N) (κ : ℝ) {j : ZMod N} (hj : j ≠ 0) :
    orbital N κ (j + 1) + orbital N κ (j - 1) = 2 * cosh κ * orbital N κ j := by
  have : NeZero N := ⟨by omega⟩
  obtain ⟨n, hn, rfl⟩ : ∃ n : ℕ, n < N ∧ (n : ZMod N) = j :=
    ⟨j.val, ZMod.val_lt j, ZMod.natCast_zmod_val j⟩
  have h0 : n ≠ 0 := by
    rintro rfl
    simp at hj
  obtain ⟨m, rfl⟩ : ∃ m, n = m + 1 := ⟨n - 1, by omega⟩
  have e1 : ((m + 1 : ℕ) : ZMod N) + 1 = ((m + 2 : ℕ) : ZMod N) := by push_cast; ring
  have e2 : ((m + 1 : ℕ) : ZMod N) - 1 = (m : ZMod N) := by push_cast; ring
  rw [e1, e2, orbital_natCast κ (show m + 2 ≤ N by omega),
    orbital_natCast κ (show m ≤ N by omega), orbital_natCast κ hn.le]
  have a : κ * ((N : ℝ) / 2 - ((m + 2 : ℕ) : ℝ))
      = κ * ((N : ℝ) / 2 - ((m + 1 : ℕ) : ℝ)) - κ := by push_cast; ring
  have b : κ * ((N : ℝ) / 2 - (m : ℝ))
      = κ * ((N : ℝ) / 2 - ((m + 1 : ℕ) : ℝ)) + κ := by push_cast; ring
  rw [a, b, cosh_sub, cosh_add]
  ring
```

At the impurity the same formula, used at labels 1 and $N-1$, gives the sum over the neighbours.

```lean
/-- The sum of the orbital over the two neighbours of site 0. -/
theorem orbital_site (hN : 1 ≤ N) (κ : ℝ) :
    orbital N κ 1 + orbital N κ (-1) = 2 * cosh κ * cosh (κ * ((N : ℝ) / 2))
      - 2 * sinh κ * sinh (κ * ((N : ℝ) / 2)) := by
  have h1 := orbital_natCast κ hN
  rw [Nat.cast_one, Nat.cast_one] at h1
  have h2 := orbital_natCast κ (Nat.sub_le N 1)
  rw [Nat.cast_sub hN, Nat.cast_sub hN, Nat.cast_one, Nat.cast_one, ZMod.natCast_self,
    zero_sub] at h2
  rw [h1, h2, show κ * ((N : ℝ) / 2 - 1) = κ * ((N : ℝ) / 2) - κ by ring,
    show κ * ((N : ℝ) / 2 - ((N : ℝ) - 1)) = -(κ * ((N : ℝ) / 2) - κ) by ring,
    cosh_neg, cosh_sub]
  ring
```

## Uniqueness of the eigenfunction

The maximum principle is the estimate at the site $m$; the `calc` block is the triangle inequality followed by maximality.

```lean
/-- Maximum principle: for `N ≥ 1` and `E > 2`, a solution of the hopping equation away from site 0
that vanishes at site 0 vanishes on the whole ring. -/
theorem eq_zero_of_bulk (hN : 1 ≤ N) {E : ℝ} (hE : 2 < E) {φ : ZMod N → ℂ} (h0 : φ 0 = 0)
    (h : ∀ j, j ≠ 0 → φ (j + 1) + φ (j - 1) = (E : ℂ) * φ j) : φ = 0 := by
  have : NeZero N := ⟨by omega⟩
  -- look at a site where the amplitude is largest
  obtain ⟨m, hm⟩ := Finite.exists_max (fun j => ‖φ j‖)
  have hz : ‖φ m‖ ≤ 0 := by
    by_cases hm0 : m = 0
    · simp [hm0, h0]
    · have h1 : E * ‖φ m‖ ≤ ‖φ m‖ + ‖φ m‖ := calc
        E * ‖φ m‖ = ‖(E : ℂ) * φ m‖ := by
          rw [norm_mul, Complex.norm_real, Real.norm_of_nonneg (by linarith)]
        _ = ‖φ (m + 1) + φ (m - 1)‖ := by rw [h m hm0]
        _ ≤ ‖φ (m + 1)‖ + ‖φ (m - 1)‖ := norm_add_le _ _
        _ ≤ ‖φ m‖ + ‖φ m‖ := add_le_add (hm _) (hm _)
      nlinarith [norm_nonneg (φ m)]
  funext j
  exact norm_le_zero_iff.mp ((hm j).trans hz)
```

Applied to $\varphi$, it yields proportionality in the cross-multiplied form $\psi(j)g(0)=\psi(0)g(j)$.

```lean
/-- For `N ≥ 1`, every eigenfunction with energy `2 cosh κ`, `κ > 0`, is proportional to the
orbital. -/
theorem eigenfunction_shape (hN : 1 ≤ N) (hκ : 0 < κ) {ψ : ZMod N → ℂ}
    (hψ : hamiltonian N U ψ = ((2 * cosh κ : ℝ) : ℂ) • ψ) (j : ZMod N) :
    ψ j * (orbital N κ 0 : ℂ) = ψ 0 * (orbital N κ j : ℂ) := by
  have key : (fun j => ψ j * (orbital N κ 0 : ℂ) - ψ 0 * (orbital N κ j : ℂ)) = 0 := by
    refine eq_zero_of_bulk hN (E := 2 * cosh κ)
      (by linarith [one_lt_cosh.2 hκ.ne']) (by ring) (fun j hj => ?_)
    have h1 := congrFun hψ j
    simp only [hamiltonian, if_neg hj, zero_mul, add_zero, Pi.smul_apply, smul_eq_mul] at h1
    have h2 : (orbital N κ (j + 1) : ℂ) + (orbital N κ (j - 1) : ℂ)
        = ((2 * cosh κ : ℝ) : ℂ) * (orbital N κ j : ℂ) := by
      rw [← Complex.ofReal_add, ← Complex.ofReal_mul, orbital_bulk hN κ hj]
    linear_combination (orbital N κ 0 : ℂ) * h1 - ψ 0 * h2
  exact sub_eq_zero.mp (congrFun key j)
```

## The secular equation and its root

The equivalence `isLevel_iff` first converts the hyperbolic condition into the exponential one (`alg`). In one direction, the shape of the eigenfunction reduces the equation at site 0 to that condition; in the other, the orbital itself is the eigenfunction.

```lean
/-- Exact secular equation: for `N ≥ 1` and `κ > 0`, `2 cosh κ` is a level of the ring if and only
if `2 sinh κ - U = 2U / (exp (Nκ) - 1)`. -/
theorem isLevel_iff (hN : 1 ≤ N) (hκ : 0 < κ) :
    IsLevel N U (2 * cosh κ) ↔ 2 * sinh κ - U = 2 * U / (exp (N * κ) - 1) := by
  have hg : 0 < orbital N κ 0 := cosh_pos _
  have hg0 : orbital N κ 0 = cosh (κ * ((N : ℝ) / 2)) := by simp [orbital]
  have site := orbital_site hN κ
  -- the secular equation in hyperbolic form
  have alg : U * cosh (κ * ((N : ℝ) / 2)) = 2 * sinh κ * sinh (κ * ((N : ℝ) / 2)) ↔
      2 * sinh κ - U = 2 * U / (exp (N * κ) - 1) := by
    have h1 : 0 < exp (N * κ) - 1 :=
      sub_pos.2 (one_lt_exp_iff.2 (mul_pos (Nat.cast_pos.2 hN) hκ))
    rw [eq_div_iff h1.ne', show (N : ℝ) * κ = κ * ((N : ℝ) / 2) + κ * ((N : ℝ) / 2) by ring,
      exp_add, cosh_eq (κ * ((N : ℝ) / 2)), sinh_eq (κ * ((N : ℝ) / 2))]
    generalize κ * ((N : ℝ) / 2) = a
    have hinv : exp a * exp (-a) = 1 := by rw [← exp_add]; simp
    constructor <;> intro h
    · linear_combination (-2 * exp a) * h + (U + 2 * sinh κ) * hinv
    · linear_combination (-exp (-a) / 2) * h + (sinh κ * exp a - U * exp a / 2) * hinv
  rw [← alg]
  constructor
  · rintro ⟨ψ, hne, hψ⟩
    have hs := eigenfunction_shape hN hκ hψ
    have h00 : ψ 0 ≠ 0 := by
      intro h
      apply hne
      funext j
      have hj := hs j
      rw [h, zero_mul] at hj
      exact (mul_eq_zero.mp hj).resolve_right (Complex.ofReal_ne_zero.2 hg.ne')
    have h1 := congrFun hψ 0
    simp only [hamiltonian, ↓reduceIte, zero_add, zero_sub, Pi.smul_apply, smul_eq_mul] at h1
    have h2 : ψ 0 * ((orbital N κ 1 + orbital N κ (-1) + U * orbital N κ 0
        - 2 * cosh κ * orbital N κ 0 : ℝ) : ℂ) = 0 := by
      push_cast at h1 ⊢
      linear_combination (orbital N κ 0 : ℂ) * h1 - hs 1 - hs (-1)
    have h3 := Complex.ofReal_eq_zero.1 ((mul_eq_zero.mp h2).resolve_left h00)
    rw [hg0] at h3
    linear_combination h3 - site
  · intro h
    refine ⟨fun j => (orbital N κ j : ℂ),
      fun h0 => Complex.ofReal_ne_zero.2 hg.ne' (congrFun h0 0), ?_⟩
    funext j
    by_cases hj : j = 0
    · subst hj
      simp only [hamiltonian, ↓reduceIte, zero_add, zero_sub, Pi.smul_apply, smul_eq_mul]
      have r : orbital N κ 1 + orbital N κ (-1) + U * orbital N κ 0
          = 2 * cosh κ * orbital N κ 0 := by
        rw [hg0]
        linear_combination site + h
      exact_mod_cast r
    · simp only [hamiltonian, if_neg hj, zero_mul, add_zero, Pi.smul_apply, smul_eq_mul]
      exact_mod_cast orbital_bulk hN κ hj
```

Monotonicity of the right side is a separate lemma.

```lean
/-- For `N ≥ 1` and `U > 0` the finite-size term `2U / (exp (Nκ) - 1)` strictly decreases with
`κ > 0`. -/
theorem tail_lt (hN : 1 ≤ N) (hU : 0 < U) {a b : ℝ} (ha : 0 < a) (hab : a < b) :
    2 * U / (exp (N * b) - 1) < 2 * U / (exp (N * a) - 1) := by
  have hN' : (0 : ℝ) < N := Nat.cast_pos.2 hN
  have h1 : 1 < exp (N * a) := one_lt_exp_iff.2 (mul_pos hN' ha)
  have h2 : exp (N * a) < exp (N * b) := exp_lt_exp.2 (mul_lt_mul_of_pos_left hab hN')
  exact div_lt_div_of_pos_left (by linarith) (by linarith) (by linarith)
```

For existence, the intermediate value theorem is applied to $f$ on $[0,K]$ with $K=\operatorname{arsinh}(3U/2)+1$. There $\sinh K\ge3U/2$ and $e^{NK}\ge2$, hence $f(K)\ge U(2e^{NK}-4)\ge0$.

```lean
/-- For `U > 0` the secular equation has a solution `κ > 0`. -/
theorem exists_decay (hN : 1 ≤ N) (hU : 0 < U) :
    ∃ κ : ℝ, 0 < κ ∧ 2 * sinh κ - U = 2 * U / (exp (N * κ) - 1) := by
  have hN' : (1 : ℝ) ≤ N := by exact_mod_cast hN
  let f : ℝ → ℝ := fun x => 2 * sinh x * (exp (N * x) - 1) - U * (exp (N * x) + 1)
  have hf : Continuous f := by fun_prop
  have hf0 : f 0 = -2 * U := by
    simp only [f, mul_zero, sinh_zero, exp_zero]
    ring
  have hA : 0 < arsinh (3 * U / 2) := arsinh_pos_iff.2 (by linarith)
  obtain ⟨K, hK⟩ : ∃ K, K = arsinh (3 * U / 2) + 1 := ⟨_, rfl⟩
  have hs : 3 * U / 2 ≤ sinh K := by
    have h := sinh_le_sinh.2 (show arsinh (3 * U / 2) ≤ K by linarith)
    rwa [sinh_arsinh] at h
  have he : 2 ≤ exp (N * K) := by
    have h := add_one_le_exp ((N : ℝ) * K)
    nlinarith
  have hfK : 0 ≤ f K := by
    simp only [f]
    nlinarith [mul_nonneg (sub_nonneg.2 hs) (show 0 ≤ exp (N * K) - 1 by linarith),
      mul_nonneg hU.le (sub_nonneg.2 he)]
  -- intermediate value theorem between 0 and K
  obtain ⟨κ, ⟨h0, _⟩, hκ⟩ := intermediate_value_Icc (show 0 ≤ K by linarith)
    hf.continuousOn (show (0 : ℝ) ∈ Set.Icc (f 0) (f K) from ⟨by linarith, hfK⟩)
  have hpos : 0 < κ := by
    refine lt_of_le_of_ne h0 (fun h => ?_)
    rw [← h, hf0] at hκ
    linarith
  have hκ' : 2 * sinh κ * (exp (N * κ) - 1) - U * (exp (N * κ) + 1) = 0 := hκ
  have h1 : 0 < exp (N * κ) - 1 :=
    sub_pos.2 (one_lt_exp_iff.2 (mul_pos (by linarith) hpos))
  refine ⟨κ, hpos, ?_⟩
  rw [eq_div_iff h1.ne']
  linear_combination hκ'
```

## The level, its error and the limit

In `supercell_level`, `∃!` states that exactly one energy above 2 is a level; the second part bounds any such level. The step `rate` writes each $E>2$ as $2\cosh\kappa$. Two different roots are excluded by comparing both sides of the secular equation.

```lean
/-- A ring of `N ≥ 1` sites with one site energy `U > 0` has exactly one level `E` above 2,
and `√(E² - 4)` exceeds `U` by less than `2U / (exp (Nq) - 1)`, where `q = arsinh (U/2)`. -/
theorem supercell_level (hN : 1 ≤ N) (hU : 0 < U) :
    (∃! E : ℝ, 2 < E ∧ IsLevel N U E) ∧
    ∀ E : ℝ, 2 < E → IsLevel N U E → 0 < √(E ^ 2 - 4) - U ∧
      √(E ^ 2 - 4) - U < 2 * U / (exp (N * arsinh (U / 2)) - 1) := by
  -- every energy above 2 is 2 cosh κ
  have rate : ∀ E : ℝ, 2 < E → ∃ κ, 0 < κ ∧ E = 2 * cosh κ ∧ √(E ^ 2 - 4) = 2 * sinh κ := by
    intro E hE
    have hp : 0 < √(E ^ 2 - 4) := sqrt_pos.2 (by nlinarith)
    have hq : √(E ^ 2 - 4) ^ 2 = E ^ 2 - 4 := sq_sqrt (by nlinarith)
    have hs := sinh_arsinh (√(E ^ 2 - 4) / 2)
    have hc := cosh_sq (arsinh (√(E ^ 2 - 4) / 2))
    rw [hs] at hc
    refine ⟨_, arsinh_pos_iff.2 (half_pos hp), ?_, by rw [hs]; ring⟩
    refine (sq_eq_sq₀ (by linarith) (mul_pos two_pos (cosh_pos _)).le).1 ?_
    linear_combination -4 * hc - hq
  constructor
  · obtain ⟨κ, hκ, h⟩ := exists_decay hN hU
    refine ⟨2 * cosh κ, ⟨by linarith [one_lt_cosh.2 hκ.ne'], (isLevel_iff hN hκ).2 h⟩, ?_⟩
    rintro E ⟨hE, hl⟩
    obtain ⟨μ, hμ, rfl, -⟩ := rate E hE
    have h' := (isLevel_iff hN hμ).1 hl
    rcases lt_trichotomy μ κ with c | c | c
    · exfalso
      linarith [tail_lt hN hU hμ c, sinh_lt_sinh.2 c]
    · rw [c]
    · exfalso
      linarith [tail_lt hN hU hκ c, sinh_lt_sinh.2 c]
  · intro E hE hl
    obtain ⟨κ, hκ, hEκ, hs⟩ := rate E hE
    rw [hEκ] at hl
    have h := (isLevel_iff hN hκ).1 hl
    have hpos : 0 < 2 * U / (exp (N * κ) - 1) := div_pos (by linarith)
      (sub_pos.2 (one_lt_exp_iff.2 (mul_pos (Nat.cast_pos.2 hN) hκ)))
    have hq : arsinh (U / 2) < κ := sinh_lt_sinh.1 (by rw [sinh_arsinh]; linarith)
    rw [hs]
    refine ⟨by linarith, ?_⟩
    rw [h]
    exact tail_lt hN hU (arsinh_pos_iff.2 (half_pos hU)) hq
```

The theorem `energy_error` transfers the bound to $E$. Its last step assumes the contrary and contradicts the factorisation of $E^2-r^2$. No theorem in the file treats the bound state of the infinite chain: $\sqrt{4+U^2}$ enters as a number, and its reading as the isolated level rests on the short calculation with $e^{-\kappa|j|}$.

```lean
/-- For `U > 0` and `N ≥ 1`, a level `E > 2` of the ring lies above `√(4 + U²)`, by less than
`2U / (exp (Nq) - 1)` with `q = arsinh (U/2)`. -/
theorem energy_error (hN : 1 ≤ N) (hU : 0 < U) {E : ℝ} (hE : 2 < E) (hl : IsLevel N U E) :
    √(4 + U ^ 2) < E ∧
      E - √(4 + U ^ 2) < 2 * U / (exp (N * arsinh (U / 2)) - 1) := by
  obtain ⟨h1, h2⟩ := (supercell_level hN hU).2 E hE hl
  have hs : √(E ^ 2 - 4) ^ 2 = E ^ 2 - 4 := sq_sqrt (by nlinarith)
  have hr : √(4 + U ^ 2) ^ 2 = 4 + U ^ 2 := sq_sqrt (by positivity)
  have hsE : √(E ^ 2 - 4) < E := (sqrt_lt' (by linarith)).2 (by linarith)
  have hUr : U < √(4 + U ^ 2) := (lt_sqrt hU.le).2 (by linarith)
  refine ⟨(sqrt_lt' (by linarith)).2 (by nlinarith), lt_trans ?_ h2⟩
  -- compare the factors of E² - (4 + U²) = (E² - 4) - U²
  by_contra hc
  have hc' := not_lt.1 hc
  nlinarith [mul_le_mul_of_nonneg_right hc' (show 0 ≤ E + √(4 + U ^ 2) by linarith),
    mul_pos h1 (show 0 < E + √(4 + U ^ 2) - (√(E ^ 2 - 4) + U) by linarith)]
```

The limit theorem takes any sequence `E` whose term at each $N\ge1$ is a level above 2; by `supercell_level` those terms exist and are determined. The proof squeezes `E` between $\sqrt{4+U^2}$ and the same number plus the exponential bound.

```lean
/-- For `U > 0`, the levels above 2 of rings of increasing size converge to `√(4 + U²)`. -/
theorem supercell_limit (hU : 0 < U) {E : ℕ → ℝ}
    (h : ∀ N, 1 ≤ N → 2 < E N ∧ IsLevel N U (E N)) :
    Tendsto E atTop (𝓝 √(4 + U ^ 2)) := by
  have hq : 0 < arsinh (U / 2) := arsinh_pos_iff.2 (half_pos hU)
  have hexp : Tendsto (fun N : ℕ => exp (N * arsinh (U / 2)) - 1) atTop atTop := by
    simp only [sub_eq_add_neg]
    exact tendsto_atTop_add_const_right _ (-1)
      (tendsto_exp_atTop.comp (tendsto_natCast_atTop_atTop.atTop_mul_const hq))
  have ht := (hexp.const_div_atTop (2 * U)).const_add √(4 + U ^ 2)
  rw [add_zero] at ht
  refine tendsto_of_tendsto_of_tendsto_of_le_of_le' tendsto_const_nhds ht ?_ ?_
  · filter_upwards [eventually_ge_atTop 1] with N hN
    exact (energy_error hN hU (h N hN).1 (h N hN).2).1.le
  · filter_upwards [eventually_ge_atTop 1] with N hN
    linarith [(energy_error hN hU (h N hN).1 (h N hN).2).2]

end

end SupercellImpurity
```

```lean
#print axioms SupercellImpurity.supercell_level
-- 'SupercellImpurity.supercell_level' depends on axioms: [propext, Classical.choice, Quot.sound]
#print axioms SupercellImpurity.supercell_limit
-- 'SupercellImpurity.supercell_limit' depends on axioms: [propext, Classical.choice, Quot.sound]
```
